# The inertia tensor of positive point masses is singular exactly when they lie on one line through the origin

Take finitely many point masses, all positive, at fixed positions in three-dimensional space. Their inertia tensor about the origin has determinant zero if and only if all positions are scalar multiples of one nonzero vector. In every other case it is positive definite.

The physical question is which rigid bodies can turn about some axis without carrying kinetic energy or angular momentum. A molecule treated as a set of point nuclei can do so only if it is linear. In quantum mechanics the rigid-rotor Hamiltonian $\tfrac12\,L\cdot I^{-1}L$ contains the inverse of the inertia tensor $I$, with $L$ the angular momentum, so for nuclei held at fixed distances from one another the result says which geometries admit this form.

One step towards a real molecule is left to the reader: the coordinates must be shifted so that the centre of mass is at the origin. The theorems hold for any origin, but only when the origin lies on the molecular axis does "on one line through the origin" mean the same as "linear molecule".

## Masses, positions and the tensor

```lean
import Mathlib

open Matrix

namespace InertiaTensorDegeneracy

variable {ι : Type*} [Fintype ι]
```

The finite set `ι` holds the labels of the masses. It may have any size, including one or zero.

```lean
/-- The inertia tensor about the origin of point masses `m i` at positions `r i`:
the sum of `m (|r|² 1 - r rᵀ)`. -/
def inertia (m : ι → ℝ) (r : ι → Fin 3 → ℝ) : Matrix (Fin 3) (Fin 3) ℝ :=
  ∑ i, m i • ((r i ⬝ᵥ r i) • (1 : Matrix (Fin 3) (Fin 3) ℝ) - vecMulVec (r i) (r i))
```

The masses are a function `m`, with one real number $m_i$ per label, and the positions are a function `r`, with one vector $r_i$ per label. A vector has type `Fin 3 → ℝ`: three real components, numbered 0, 1, 2. The symbol `⬝ᵥ` is the dot product, `•` is multiplication by a scalar, and `vecMulVec (r i) (r i)` is the outer product $r_i r_i^{\mathsf T}$. The definition therefore reads

$$I=\sum_i m_i\left(|r_i|^2\,\mathbf 1-r_i r_i^{\mathsf T}\right),$$

where $\mathbf 1$ is the unit matrix. Nothing is assumed yet about the sign of the masses.

```lean
/-- All points lie on one line through the origin: they are scalar multiples of one
nonzero vector. -/
def IsLinear (r : ι → Fin 3 → ℝ) : Prop :=
  ∃ u : Fin 3 → ℝ, u ≠ 0 ∧ ∀ i, ∃ c : ℝ, r i = c • u
```

`IsLinear r` says that there is a vector $u\neq0$ such that every position has the form $r_i=c_i u$ with a real number $c_i$. The value $c_i=0$ is allowed, so an atom may sit at the origin. A single atom always counts as linear. Two atoms at $(1,0,0)$ and $(0,1,0)$ do not, because the line that joins them misses the origin.

## Angular momentum and kinetic energy

```lean
/-- The inertia tensor applied to an angular velocity `ω` gives the angular momentum
`∑ m r × (ω × r)` of the rigid rotation. -/
theorem inertia_mulVec (m : ι → ℝ) (r : ι → Fin 3 → ℝ) (ω : Fin 3 → ℝ) :
    inertia m r *ᵥ ω = ∑ i, m i • (r i ⨯₃ (ω ⨯₃ r i)) := by
  ext j
  simp only [inertia, mulVec, dotProduct, Fin.sum_univ_three, Matrix.sum_apply,
    Finset.sum_apply, Finset.sum_mul, ← Finset.sum_add_distrib]
  refine Finset.sum_congr rfl fun i _ => ?_
  fin_cases j <;> simp [cross_apply, vecMulVec_apply] <;> ring
```

Here `*ᵥ` applies a matrix to a vector and `⨯₃` is the cross product. In a rigid rotation with angular velocity $\omega$, the mass at $r_i$ has velocity $\omega\times r_i$. The theorem says that $I\omega$ is the total angular momentum:

$$I\omega=\sum_i m_i\,r_i\times(\omega\times r_i).$$

The derivation expands the double cross product and compares it with one term of $I\omega$:

$$r_i\times(\omega\times r_i)=|r_i|^2\omega-(r_i\cdot\omega)\,r_i=\left(|r_i|^2\mathbf 1-r_i r_i^{\mathsf T}\right)\omega.$$

Multiplying by $m_i$ and summing gives the claim. Lean does the same in components: `ext j` picks a component, `Finset.sum_congr` reduces the two sums to a single mass, and `ring` checks the polynomial identity for each of the three values of `j`.

```lean
/-- The quadratic form of the inertia tensor is `∑ m |ω × r|²`, twice the kinetic energy
of rotation with angular velocity `ω`. -/
theorem inertia_quadratic (m : ι → ℝ) (r : ι → Fin 3 → ℝ) (ω : Fin 3 → ℝ) :
    ω ⬝ᵥ (inertia m r *ᵥ ω) = ∑ i, m i * ((ω ⨯₃ r i) ⬝ᵥ (ω ⨯₃ r i)) := by
  rw [inertia_mulVec]
  simp only [dotProduct, Fin.sum_univ_three, Finset.sum_apply, Finset.mul_sum,
    ← Finset.sum_add_distrib]
  refine Finset.sum_congr rfl fun i _ => ?_
  simp [cross_apply]
  ring
```

Taking the dot product with $\omega$ gives

$$\omega\cdot I\omega=\sum_i m_i\,|\omega\times r_i|^2,$$

which is twice the kinetic energy. The step uses the cyclic rule $a\cdot(b\times c)=(a\times b)\cdot c$ with $a=\omega$, $b=r_i$ and $c=\omega\times r_i$:

$$\omega\cdot\bigl(r_i\times(\omega\times r_i)\bigr)=(\omega\times r_i)\cdot(\omega\times r_i).$$

The Lean proof rewrites with the previous theorem and again compares polynomials mass by mass.

## When a cross product vanishes

```lean
/-- The cross product of a nonzero vector `n` with `r` vanishes exactly when `r` is a
scalar multiple of `n`. -/
theorem cross_eq_zero_iff_multiple {n : Fin 3 → ℝ} (hn : n ≠ 0) (r : Fin 3 → ℝ) :
    n ⨯₃ r = 0 ↔ ∃ c : ℝ, r = c • n := by
  constructor
  · intro h
    have h0 : n 1 * r 2 - n 2 * r 1 = 0 := by simpa [cross_apply] using congrFun h 0
    have h1 : n 2 * r 0 - n 0 * r 2 = 0 := by simpa [cross_apply] using congrFun h 1
    have h2 : n 0 * r 1 - n 1 * r 0 = 0 := by simpa [cross_apply] using congrFun h 2
    -- the double cross product n × (n × r) = 0, written out
    have key : (n ⬝ᵥ n) • r = (n ⬝ᵥ r) • n := by
      funext j
      fin_cases j
      · change (n ⬝ᵥ n) * r 0 = (n ⬝ᵥ r) * n 0
        simp only [dotProduct, Fin.sum_univ_three]
        linear_combination n 2 * h1 - n 1 * h2
      · change (n ⬝ᵥ n) * r 1 = (n ⬝ᵥ r) * n 1
        simp only [dotProduct, Fin.sum_univ_three]
        linear_combination n 0 * h2 - n 2 * h0
      · change (n ⬝ᵥ n) * r 2 = (n ⬝ᵥ r) * n 2
        simp only [dotProduct, Fin.sum_univ_three]
        linear_combination n 1 * h0 - n 0 * h1
    have hnn : n ⬝ᵥ n ≠ 0 := fun h => hn (dotProduct_self_eq_zero.1 h)
    refine ⟨(n ⬝ᵥ n)⁻¹ * (n ⬝ᵥ r), ?_⟩
    rw [mul_smul, ← key, smul_smul, inv_mul_cancel₀ hnn, one_smul]
  · rintro ⟨c, rfl⟩
    rw [map_smul, cross_self, smul_zero]
```

For a nonzero vector $n$, the equation $n\times r=0$ holds exactly when $r=c\,n$ for some real $c$. The hypothesis `hn` records $n\neq0$.

Suppose $n\times r=0$. Then the double cross product is zero as well:

$$0=n\times(n\times r)=(n\cdot r)\,n-(n\cdot n)\,r .$$

Hence $(n\cdot n)\,r=(n\cdot r)\,n$. Since $n\neq0$, the number $n\cdot n$ is not zero, and division gives

$$r=\frac{n\cdot r}{n\cdot n}\,n .$$

Conversely, $n\times(c\,n)=c\,(n\times n)=0$.

In the Lean proof, `h0`, `h1` and `h2` are the three components of $n\times r=0$. The equation called `key` is the vanishing double cross product, and each `linear_combination` line states which multiples of those components produce it. The coefficient $c$ then appears as `(n ⬝ᵥ n)⁻¹ * (n ⬝ᵥ r)`.

## Energy-free rotation needs every mass on the axis

```lean
/-- For positive masses, the quadratic form of the inertia tensor is nonnegative. -/
theorem inertia_quadratic_nonneg {m : ι → ℝ} (hm : ∀ i, 0 < m i) (r : ι → Fin 3 → ℝ)
    (n : Fin 3 → ℝ) : 0 ≤ n ⬝ᵥ (inertia m r *ᵥ n) := by
  rw [inertia_quadratic]
  exact Finset.sum_nonneg fun i _ =>
    mul_nonneg (hm i).le (Finset.sum_nonneg fun _ _ => mul_self_nonneg _)
```

From here on `hm` states that every mass is positive. Each term $m_i|n\times r_i|^2$ is then a positive number times a sum of squares, so $n\cdot In\geq0$ for every vector $n$.

```lean
/-- For positive masses, the quadratic form of the inertia tensor vanishes at a nonzero
vector `n` exactly when every mass lies on the axis through the origin along `n`. -/
theorem inertia_quadratic_eq_zero_iff {m : ι → ℝ} (hm : ∀ i, 0 < m i)
    (r : ι → Fin 3 → ℝ) {n : Fin 3 → ℝ} (hn : n ≠ 0) :
    n ⬝ᵥ (inertia m r *ᵥ n) = 0 ↔ ∀ i, ∃ c : ℝ, r i = c • n := by
  have hpos : ∀ i ∈ Finset.univ, 0 ≤ m i * ((n ⨯₃ r i) ⬝ᵥ (n ⨯₃ r i)) := fun i _ =>
    mul_nonneg (hm i).le (Finset.sum_nonneg fun _ _ => mul_self_nonneg _)
  rw [inertia_quadratic, Finset.sum_eq_zero_iff_of_nonneg hpos]
  refine ⟨fun h i => ?_, fun h i _ => ?_⟩
  · -- a positive mass contributes nothing only if n × r = 0
    have hi := (mul_eq_zero.1 (h i (Finset.mem_univ i))).resolve_left (hm i).ne'
    exact (cross_eq_zero_iff_multiple hn (r i)).1 (dotProduct_self_eq_zero.1 hi)
  · rw [(cross_eq_zero_iff_multiple hn (r i)).2 (h i), dotProduct_zero, mul_zero]
```

For $n\neq0$, the quadratic form $n\cdot In$ is zero exactly when every $r_i$ is a multiple of $n$. A rotation about $n$ costs no kinetic energy only if all masses lie on the axis.

The argument starts from

$$0=n\cdot In=\sum_i m_i\,|n\times r_i|^2 .$$

A sum of nonnegative terms vanishes only if each term does, so $m_i|n\times r_i|^2=0$ for every $i$. Because $m_i\neq0$, this gives $|n\times r_i|^2=0$, hence $n\times r_i=0$, and so $r_i$ is a multiple of $n$. In the other direction, if every $r_i$ is a multiple of $n$, all the cross products vanish and the sum is zero.

In Lean, `Finset.sum_eq_zero_iff_of_nonneg` passes from the sum to its terms, and `resolve_left` discards the possibility that the mass is the factor that vanishes.

## Singular or positive definite

```lean
/-- For positive masses, the inertia tensor about the origin has determinant zero if and
only if all points are scalar multiples of one nonzero vector, and it is positive definite
otherwise. -/
theorem inertia_det_eq_zero_iff_and_posDef {m : ι → ℝ} (hm : ∀ i, 0 < m i)
    (r : ι → Fin 3 → ℝ) :
    ((inertia m r).det = 0 ↔ IsLinear r) ∧ (¬ IsLinear r → (inertia m r).PosDef) := by
  constructor
  · rw [← Matrix.exists_mulVec_eq_zero_iff]
    constructor
    · -- a null vector is an axis that carries all the masses
      rintro ⟨n, hn, h⟩
      exact ⟨n, hn, (inertia_quadratic_eq_zero_iff hm r hn).1 (by rw [h, dotProduct_zero])⟩
    · rintro ⟨u, hu, h⟩
      refine ⟨u, hu, ?_⟩
      rw [inertia_mulVec]
      refine Finset.sum_eq_zero fun i _ => ?_
      rw [(cross_eq_zero_iff_multiple hu (r i)).2 (h i), map_zero, smul_zero]
  · intro hr
    rw [Matrix.posDef_iff_dotProduct_mulVec]
    constructor
    · refine Matrix.IsHermitian.ext fun a b => ?_
      simp only [star_trivial, inertia, Matrix.sum_apply]
      refine Finset.sum_congr rfl fun i _ => ?_
      fin_cases a <;> fin_cases b <;> simp [vecMulVec_apply, mul_comm]
    · intro n hn
      rw [star_trivial]
      refine lt_of_le_of_ne (inertia_quadratic_nonneg hm r n) fun h => hr ?_
      exact ⟨n, hn, (inertia_quadratic_eq_zero_iff hm r hn).1 h.symm⟩
```

The statement has two parts, joined by `∧`. The first is the equivalence $\det I=0\iff$ `IsLinear r`. The second says that if `IsLinear r` is false, then $I$ is positive definite. For a real matrix, `PosDef` means that it is symmetric and that $n\cdot In>0$ for every $n\neq0$.

For the first part, recall that a square matrix has determinant zero exactly when it sends some nonzero vector to zero.

- If $In=0$ with $n\neq0$, then $n\cdot In=0$, and by the previous theorem every $r_i$ is a multiple of $n$. The null vector is itself the common direction.
- If every $r_i$ is a multiple of some $u\neq0$, then $u\times r_i=0$ for all $i$, and
$$Iu=\sum_i m_i\,r_i\times(u\times r_i)=0 .$$

For the second part, $I$ is symmetric because $\mathbf 1$ and $r_i r_i^{\mathsf T}$ are. Let $n\neq0$. We know that $n\cdot In\geq0$. If the value were zero, all masses would lie along $n$ and the arrangement would be linear, contrary to assumption. So $n\cdot In>0$.

The Lean proof has this structure. The lemma `Matrix.exists_mulVec_eq_zero_iff` exchanges the determinant for a null vector, and `lt_of_le_of_ne` combines "at least zero" with "not zero". The operation `star`, complex conjugation in general, does nothing to real numbers and is removed by `star_trivial`.

Positivity of the masses matters here; nonnegative masses are not enough. Put mass 1 at $(0,0,1)$ and mass 0 at $(1,0,0)$. The massless point contributes nothing, so $I=\mathrm{diag}(1,1,0)$ and $\det I=0$, although the two points do not lie on one line through the origin. Both parts of the theorem fail for this arrangement.

## Angular velocity from angular momentum

```lean
/-- For positive masses that do not all lie on one line through the origin, every angular
momentum `L` belongs to exactly one angular velocity. -/
theorem existsUnique_angularVelocity {m : ι → ℝ} (hm : ∀ i, 0 < m i)
    {r : ι → Fin 3 → ℝ} (hr : ¬ IsLinear r) (L : Fin 3 → ℝ) :
    ∃! ω : Fin 3 → ℝ, inertia m r *ᵥ ω = L := by
  have hdet : IsUnit (inertia m r).det :=
    isUnit_iff_ne_zero.2 fun h => hr ((inertia_det_eq_zero_iff_and_posDef hm r).1.1 h)
  refine ⟨(inertia m r)⁻¹ *ᵥ L, ?_, fun ω hω => ?_⟩
  · change inertia m r *ᵥ ((inertia m r)⁻¹ *ᵥ L) = L
    rw [Matrix.mulVec_mulVec, Matrix.mul_nonsing_inv _ hdet, Matrix.one_mulVec]
  · rw [← hω, Matrix.mulVec_mulVec, Matrix.nonsing_inv_mul _ hdet, Matrix.one_mulVec]
```

The symbol `∃!` means "there is exactly one". If the masses do not all lie on one line through the origin, then for each angular momentum $L$ there is exactly one angular velocity $\omega$ with $I\omega=L$.

By the main theorem $\det I\neq0$, so $I^{-1}$ exists. The vector $\omega=I^{-1}L$ is a solution, since $I(I^{-1}L)=L$. Any solution satisfies $\omega=I^{-1}(I\omega)=I^{-1}L$, so there is no other. The two bullets at the end of the Lean proof are these two computations.

## The common moment of a linear body

```lean
/-- For masses at the points `c i • u` of one line, the inertia tensor multiplies every
vector `w` perpendicular to `u` by the same moment `∑ m c² |u|²`. -/
theorem linear_perpendicular_moment (m c : ι → ℝ) {u w : Fin 3 → ℝ} (h : u ⬝ᵥ w = 0) :
    inertia m (fun i => c i • u) *ᵥ w = (∑ i, m i * c i ^ 2 * (u ⬝ᵥ u)) • w := by
  rw [inertia_mulVec, Finset.sum_smul]
  refine Finset.sum_congr rfl fun i _ => ?_
  -- u × (w × u) = |u|² w - (u·w) u, and the last term vanishes
  have key : u ⨯₃ (w ⨯₃ u) = (u ⬝ᵥ u) • w := by
    simp only [dotProduct, Fin.sum_univ_three] at h
    ext j
    fin_cases j <;> simp [cross_apply, dotProduct, Fin.sum_univ_three]
    · linear_combination (-u 0) * h
    · linear_combination (-u 1) * h
    · linear_combination (-u 2) * h
  simp only [map_smul, LinearMap.smul_apply, key, smul_smul]
  congr 1
  ring

end InertiaTensorDegeneracy
```

Now the positions are $c_i u$, and $w$ is any vector perpendicular to $u$. The theorem says

$$Iw=\Bigl(\sum_i m_i c_i^2\,|u|^2\Bigr)w .$$

Every direction perpendicular to the line is thus a principal axis, and all of them have the same moment of inertia. The vector $u$ need not have unit length, which is why $|u|^2$ appears; for a unit vector the moment is $\sum_i m_i c_i^2$.

By the angular momentum formula, each mass contributes

$$m_i\,(c_i u)\times\bigl(w\times(c_i u)\bigr)=m_i c_i^2\;u\times(w\times u),$$

and

$$u\times(w\times u)=|u|^2w-(u\cdot w)\,u=|u|^2w,$$

because $u\cdot w=0$. Summing over $i$ gives the result. In Lean, `key` is the identity $u\times(w\times u)=|u|^2w$, and `map_smul` takes the factors $c_i$ out of the cross products. The masses may have any sign here.

```lean
#print axioms InertiaTensorDegeneracy.inertia_quadratic_eq_zero_iff
#print axioms InertiaTensorDegeneracy.existsUnique_angularVelocity
#print axioms InertiaTensorDegeneracy.linear_perpendicular_moment
```

```
'InertiaTensorDegeneracy.inertia_quadratic_eq_zero_iff' depends on axioms: [propext, Classical.choice, Quot.sound]
'InertiaTensorDegeneracy.existsUnique_angularVelocity' depends on axioms: [propext, Classical.choice, Quot.sound]
'InertiaTensorDegeneracy.linear_perpendicular_moment' depends on axioms: [propext, Classical.choice, Quot.sound]
```

## Bending a linear triatomic molecule

Consider a symmetric molecule with two end atoms of mass $m$ and a central atom of mass $M$. In the linear geometry the end atoms are at $(0,0,\pm a)$, with $a>0$, and the central atom is at the origin. Then

$$I=\mathrm{diag}(2ma^2,\;2ma^2,\;0),$$

with the null vector along the molecular axis and two equal moments across it.

Now displace the central atom by a distance $d$ along the first coordinate, relative to the end atoms, and shift the centre of mass back to the origin. With $\mu=2mM/(2m+M)$ the tensor becomes

$$I=\mathrm{diag}(2ma^2,\;2ma^2+\mu d^2,\;\mu d^2),$$

which is positive definite for every $d\neq0$. The rotational constant $\hbar^2/(2\mu d^2)$ for the third axis grows without bound as the molecule straightens.

A vibrational analysis meets the same distinction when it removes overall motion from the mass-weighted Hessian of $N\geq2$ atoms at distinct positions. At a linear geometry there are two independent rotations to project out, which leaves $3N-5$ vibrations; at a nonlinear one there are three, which leaves $3N-6$. These counts are standard results quoted for context, and the theorems above establish only the property of the inertia tensor that separates the two cases.
